# The strength of a spurious TDHF pole in a matrix model of orbital-relaxed coupled-cluster response

Suppose a computed frequency-dependent property blows up at some frequency k, and the divergence is read as an excitation energy. In coupled-cluster response with relaxed orbitals this reading can fail. The orbitals respond through time-dependent Hartree–Fock (TDHF) equations, which have resonances of their own, and a resonance at k can enter the amplitudes even when the coupled-cluster Jacobian has no eigenvalue there. The result below gives the strength of that spurious pole in a finite matrix model whose orbital gradient lies along a single mode. A physical perturbation drives several modes, and the model describes the part of its gradient that belongs to one of them.

## Orbitals, amplitudes and their coupling

The index type `m` labels orbital rotations and `n` labels cluster amplitudes. Both are finite, and their sizes may differ. All matrices and vectors are complex.

```lean
import Mathlib

open Matrix Filter Topology

namespace RelaxedCoupledClusterResponse

noncomputable section

variable {m n : Type*} [Fintype m] [DecidableEq m] [Fintype n] [DecidableEq n]
```

For a square matrix M and a frequency w, the propagator is

(M − w)⁻¹,

where w stands for w times the identity. The same definition serves the orbital and the amplitude space.

```lean
/-- The resolvent `(M - w)⁻¹` at frequency `w`, meant for `w` not an eigenvalue of `M`. -/
def propagator (M : Matrix n n ℂ) (w : ℂ) : Matrix n n ℂ := (M - w • 1)⁻¹
```

Let K be the matrix whose eigenvalues are the orbital resonance frequencies (the code calls it the orbital Hessian), g the orbital gradient produced by the perturbation, A the coupled-cluster Jacobian, and ξ the direct driving term of the amplitudes. The matrix C carries an orbital response into the amplitude equations. The orbitals respond with (K − w)⁻¹ g, and the first-order amplitudes are

t(w) = (A − w)⁻¹ (ξ − C (K − w)⁻¹ g).

In TDHF the Hessian proper is a matrix E, and the equations carry a metric S, as in E − wS. If S is invertible, the present form follows with K = S⁻¹E and with S⁻¹ applied to the gradient. K, A, C, g and ξ are inputs that do not depend on frequency; none is derived from a Hamiltonian.

```lean
/-- The orbital-relaxed first-order amplitudes `(A - w)⁻¹ (ξ - C (K - w)⁻¹ g)`, meant for `w`
an eigenvalue of neither the Jacobian `A` nor the orbital Hessian `K`. -/
def relaxedAmplitudes (K : Matrix m m ℂ) (A : Matrix n n ℂ) (C : Matrix n m ℂ)
    (g : m → ℂ) (ξ : n → ℂ) (w : ℂ) : n → ℂ :=
  propagator A w *ᵥ (ξ - C *ᵥ (propagator K w *ᵥ g))
```

A vector η turns the amplitudes into a number η·t(w). The product `⬝ᵥ` is a plain sum of products, without complex conjugation. This number models the part of a property that is linear in the amplitudes; a full response function has further terms, which the model omits. The quantity that will decide the matter is

R = η·(A − k)⁻¹ C g.

```lean
/-- The number `η · (A - k)⁻¹ C g`, meant for `k` not an eigenvalue of the Jacobian `A`. -/
def poleStrength (A : Matrix n n ℂ) (C : Matrix n m ℂ) (g : m → ℂ) (η : n → ℂ) (k : ℂ) : ℂ :=
  η ⬝ᵥ (propagator A k *ᵥ (C *ᵥ g))
```

## The orbital resonance

The limit w → k needs inverses that exist near k. A finite matrix M has finitely many eigenvalues, so those different from k keep some distance from it. Hence M − w is invertible for every w ≠ k close enough to k.

In Lean, `𝓝[≠] k` is the neighbourhood of k with k itself removed, and invertibility is stated as `IsUnit` of the determinant. The proof removes k from the finite set of roots of the characteristic polynomial and works in the open complement. For w ≠ k in that complement, det(M − w) = 0 would make w a root other than k, a contradiction.

```lean
/-- At all frequencies close to `k`, except possibly `k` itself, `M - w` is invertible. -/
theorem eventually_regular (M : Matrix n n ℂ) (k : ℂ) :
    ∀ᶠ w in 𝓝[≠] k, IsUnit (M - w • (1 : Matrix n n ℂ)).det := by
  -- the eigenvalues other than `k` form a finite, hence closed, set
  have hclosed : IsClosed ((M.charpoly.roots.toFinset.erase k : Finset ℂ) : Set ℂ) :=
    (Finset.finite_toSet _).isClosed
  have hmem : ((M.charpoly.roots.toFinset.erase k : Finset ℂ) : Set ℂ)ᶜ ∈ 𝓝 k :=
    hclosed.isOpen_compl.mem_nhds (by simp)
  filter_upwards [nhdsWithin_le_nhds hmem, self_mem_nhdsWithin] with w hw hwk
  rw [isUnit_iff_ne_zero]
  intro hdet
  apply hw
  rw [Finset.mem_coe, Finset.mem_erase, Multiset.mem_toFinset,
    Polynomial.mem_roots M.charpoly_monic.ne_zero, Polynomial.IsRoot.def, Matrix.eval_charpoly]
  refine ⟨hwk, ?_⟩
  have hneg : Matrix.scalar n w - M = -(M - w • (1 : Matrix n n ℂ)) := by
    rw [Matrix.scalar_apply, Matrix.smul_one_eq_diagonal, neg_sub]
  rw [hneg, Matrix.det_neg, hdet, mul_zero]
```

Now let K g = k g. Then (K − w) g = (k − w) g, and for w ≠ k with K − w invertible,

(K − w)⁻¹ g = g / (k − w).

The proof checks that K − w maps the right-hand side to g, then applies the inverse.

```lean
/-- If the orbital gradient `g` is an eigenvector of the Hessian with eigenvalue `k`, the orbital
response is `g / (k - w)` at every frequency `w ≠ k` for which `K - w` is invertible. -/
theorem orbital_response {K : Matrix m m ℂ} {g : m → ℂ} {k w : ℂ} (hg : K *ᵥ g = k • g)
    (hw : w ≠ k) (hK : IsUnit (K - w • (1 : Matrix m m ℂ)).det) :
    propagator K w *ᵥ g = (k - w)⁻¹ • g := by
  have hkw : k - w ≠ 0 := sub_ne_zero.mpr hw.symm
  have h1 : (K - w • (1 : Matrix m m ℂ)) *ᵥ ((k - w)⁻¹ • g) = g := by
    rw [Matrix.mulVec_smul, Matrix.sub_mulVec, hg, Matrix.smul_mulVec, Matrix.one_mulVec,
      ← sub_smul, smul_smul, inv_mul_cancel₀ hkw, one_smul]
  calc propagator K w *ᵥ g
      = propagator K w *ᵥ ((K - w • (1 : Matrix m m ℂ)) *ᵥ ((k - w)⁻¹ • g)) := by rw [h1]
    _ = (k - w)⁻¹ • g := by
      rw [Matrix.mulVec_mulVec, propagator, Matrix.nonsing_inv_mul _ hK, Matrix.one_mulVec]
```

## Separating the pole from the background

Write P(w) = (A − w)⁻¹. Since A − k = (A − w) + (w − k),

P(w) = P(w) (A − k) P(k) = P(k) + (w − k) P(w) P(k).

This holds whenever both inverses exist. The `calc` block follows the same two equalities.

```lean
/-- The resolvent identity, relating the propagators at two frequencies. -/
theorem propagator_identity {A : Matrix n n ℂ} {k w : ℂ}
    (hk : IsUnit (A - k • (1 : Matrix n n ℂ)).det)
    (hw : IsUnit (A - w • (1 : Matrix n n ℂ)).det) :
    propagator A w = propagator A k + (w - k) • (propagator A w * propagator A k) := by
  have hY : (A - k • (1 : Matrix n n ℂ)) * propagator A k = 1 := Matrix.mul_nonsing_inv _ hk
  have hX : propagator A w * (A - w • (1 : Matrix n n ℂ)) = 1 := Matrix.nonsing_inv_mul _ hw
  have e : A - k • (1 : Matrix n n ℂ) = (A - w • 1) + (w - k) • 1 := by module
  calc propagator A w
      = propagator A w * ((A - k • (1 : Matrix n n ℂ)) * propagator A k) := by rw [hY, mul_one]
    _ = (propagator A w * (A - w • (1 : Matrix n n ℂ))) * propagator A k
        + (w - k) • (propagator A w * propagator A k) := by
      rw [e, add_mul, mul_add, smul_mul_assoc, one_mul, mul_smul_comm, mul_assoc]
    _ = _ := by rw [hX, one_mul]
```

Inserting the orbital response into the amplitudes gives

η·t(w) = η·P(w) ξ − η·P(w) C g / (k − w).

By the resolvent identity,

η·P(w) C g = R + (w − k) η·P(w) P(k) C g.

Dividing by k − w turns the factor w − k into −1, so

η·t(w) = −R / (k − w) + η·P(w) (ξ + P(k) C g).

This is exact for w ≠ k wherever the inverses exist. In the proof, `hid` is the second equation, and `linear_combination` performs the final cancellation.

```lean
/-- If `K g = k g` and `A - k` is invertible, then at every `w ≠ k` where `K - w` and `A - w` are
invertible the relaxed response is minus the pole strength over `k - w`, plus a background that
contains only the propagator of the Jacobian. -/
theorem response_decomposition {K : Matrix m m ℂ} {A : Matrix n n ℂ} (C : Matrix n m ℂ)
    {g : m → ℂ} (ξ η : n → ℂ) {k w : ℂ} (hg : K *ᵥ g = k • g) (hwk : w ≠ k)
    (hK : IsUnit (K - w • (1 : Matrix m m ℂ)).det)
    (hk : IsUnit (A - k • (1 : Matrix n n ℂ)).det)
    (hw : IsUnit (A - w • (1 : Matrix n n ℂ)).det) :
    η ⬝ᵥ relaxedAmplitudes K A C g ξ w = -poleStrength A C g η k / (k - w)
      + η ⬝ᵥ (propagator A w *ᵥ (ξ + propagator A k *ᵥ (C *ᵥ g))) := by
  have hkw : k - w ≠ 0 := sub_ne_zero.mpr hwk.symm
  have hid : η ⬝ᵥ (propagator A w *ᵥ (C *ᵥ g)) = poleStrength A C g η k
      + (w - k) * (η ⬝ᵥ (propagator A w *ᵥ (propagator A k *ᵥ (C *ᵥ g)))) := by
    conv_lhs => rw [propagator_identity hk hw]
    rw [Matrix.add_mulVec, Matrix.smul_mulVec, dotProduct_add, dotProduct_smul, smul_eq_mul,
      ← Matrix.mulVec_mulVec, poleStrength]
  rw [relaxedAmplitudes, orbital_response hg hwk hK, Matrix.mulVec_smul, Matrix.mulVec_sub,
    Matrix.mulVec_smul, dotProduct_sub, dotProduct_smul, smul_eq_mul, hid, Matrix.mulVec_add,
    dotProduct_add, div_eq_mul_inv]
  linear_combination (η ⬝ᵥ (propagator A w *ᵥ (propagator A k *ᵥ (C *ᵥ g))))
    * inv_mul_cancel₀ hkw
```

The second term is regular at k. By Cramer's rule P(w) is the adjugate of A − w divided by its determinant. Both are polynomial in w, and the determinant is nonzero at k, so P(w) is continuous there. Applying it to a fixed vector and contracting with η preserves continuity.

```lean
/-- A response built from the Jacobian's propagator alone is continuous at every frequency `k`
where `A - k` is invertible. -/
theorem background_continuousAt {A : Matrix n n ℂ} {k : ℂ} (η v : n → ℂ)
    (hk : IsUnit (A - k • (1 : Matrix n n ℂ)).det) :
    ContinuousAt (fun w => η ⬝ᵥ (propagator A w *ᵥ v)) k := by
  have hc : Continuous fun w : ℂ => A - w • (1 : Matrix n n ℂ) :=
    continuous_const.sub (continuous_id.smul continuous_const)
  -- Cramer's rule: the inverse is the adjugate over the determinant
  have hinv : ContinuousAt (fun w => propagator A w) k := by
    simp only [propagator, Matrix.inv_def, Ring.inverse_eq_inv']
    exact (hc.matrix_det.continuousAt.inv₀ hk.ne_zero).smul hc.matrix_adjugate.continuousAt
  have hv : Continuous fun M : Matrix n n ℂ => M *ᵥ v :=
    continuous_id.matrix_mulVec continuous_const
  have hl : Continuous fun M : Matrix n n ℂ => ∑ i, η i * (M *ᵥ v) i :=
    continuous_finsetSum _ fun i _ => continuous_const.mul ((continuous_apply i).comp hv)
  exact hl.continuousAt.comp hinv
```

## The limit at the orbital eigenvalue

Multiplying the decomposition by k − w gives

(k − w) η·t(w) = −R + (k − w) η·P(w) (ξ + P(k) C g).

The last term tends to zero, so the left-hand side tends to −R. In the usual convention, with the factor w − k, the residue is +R.

The theorem assumes two things. The hypothesis `hg` says K g = k g: the gradient lies along one orbital mode of frequency k. In TDHF about a stable ground state, a Hermitian perturbation such as an electric field that drives a mode at k also drives its partner at −k, so its full gradient does not satisfy `hg`. When K is diagonalisable, g is to be read as the component of the gradient in the eigenspace of k. The response is linear in the gradient, and the other components add only terms that stay finite at k, so they do not change the limit −R. The hypothesis `hk` says that A − k is invertible: the coupled-cluster model has no excitation at k. The vectors ξ and η and the matrix C are arbitrary. The case g = 0 is allowed and gives R = 0; for g ≠ 0, k is an eigenvalue of K.

The proof takes the limit of the right-hand side, then uses `eventually_regular` for K and for A to replace it by the left-hand side near k.

```lean
/-- If `K g = k g` and `k` is not an eigenvalue of the Jacobian `A`, then `(k - w) η · t(w)` tends
to `-η · (A - k)⁻¹ C g` as `w` tends to `k`. -/
theorem spurious_pole_residue {K : Matrix m m ℂ} {A : Matrix n n ℂ} (C : Matrix n m ℂ)
    {g : m → ℂ} (ξ η : n → ℂ) {k : ℂ} (hg : K *ᵥ g = k • g)
    (hk : IsUnit (A - k • (1 : Matrix n n ℂ)).det) :
    Tendsto (fun w => (k - w) * (η ⬝ᵥ relaxedAmplitudes K A C g ξ w)) (𝓝[≠] k)
      (𝓝 (-(η ⬝ᵥ ((A - k • (1 : Matrix n n ℂ))⁻¹ *ᵥ (C *ᵥ g))))) := by
  change Tendsto _ _ (𝓝 (-poleStrength A C g η k))
  have hb := background_continuousAt η (ξ + propagator A k *ᵥ (C *ᵥ g)) hk
  have hlin : ContinuousAt (fun w : ℂ => k - w) k := continuousAt_const.sub continuousAt_id
  have hlim : Tendsto (fun w => -poleStrength A C g η k
      + (k - w) * (η ⬝ᵥ (propagator A w *ᵥ (ξ + propagator A k *ᵥ (C *ᵥ g))))) (𝓝[≠] k)
      (𝓝 (-poleStrength A C g η k
        + (k - k) * (η ⬝ᵥ (propagator A k *ᵥ (ξ + propagator A k *ᵥ (C *ᵥ g)))))) :=
    ((hlin.mul hb).tendsto.const_add (-poleStrength A C g η k)).mono_left nhdsWithin_le_nhds
  rw [sub_self, zero_mul, add_zero] at hlim
  refine hlim.congr' ?_
  filter_upwards [eventually_regular K k, eventually_regular A k, self_mem_nhdsWithin]
    with w hK hw hwk
  have hkw : k - w ≠ 0 := sub_ne_zero.mpr (Ne.symm hwk)
  have hcancel : (k - w) * (-poleStrength A C g η k / (k - w)) = -poleStrength A C g η k := by
    field_simp
  rw [response_decomposition C ξ η hg hwk hK hk hw, mul_add, hcancel]
```

If R = 0, the pole term is absent and only the background remains:

η·t(w) → η·P(k) (ξ + P(k) C g).

The orbital resonance is then invisible in this particular contraction, although it may appear with another η.

```lean
/-- If `K g = k g`, `A - k` is invertible and the pole strength vanishes, the relaxed response has a
finite limit at `k`, given by the background term. -/
theorem finite_limit_of_poleStrength_zero {K : Matrix m m ℂ} {A : Matrix n n ℂ}
    (C : Matrix n m ℂ) {g : m → ℂ} (ξ η : n → ℂ) {k : ℂ} (hg : K *ᵥ g = k • g)
    (hk : IsUnit (A - k • (1 : Matrix n n ℂ)).det) (h0 : poleStrength A C g η k = 0) :
    Tendsto (fun w => η ⬝ᵥ relaxedAmplitudes K A C g ξ w) (𝓝[≠] k)
      (𝓝 (η ⬝ᵥ (propagator A k *ᵥ (ξ + propagator A k *ᵥ (C *ᵥ g))))) := by
  have hb := background_continuousAt η (ξ + propagator A k *ᵥ (C *ᵥ g)) hk
  refine (hb.tendsto.mono_left nhdsWithin_le_nhds).congr' ?_
  filter_upwards [eventually_regular K k, eventually_regular A k, self_mem_nhdsWithin]
    with w hK hw hwk
  rw [response_decomposition C ξ η hg hwk hK hk hw, h0, neg_zero, zero_div, zero_add]
```

If R ≠ 0, write

|η·t(w)| = |(k − w) η·t(w)| · 1/|k − w|.

The first factor tends to |R| > 0 and the second to infinity, so the response diverges. If R = 0, the finite limit just found excludes divergence. The response therefore diverges at k exactly when R ≠ 0. In Lean, divergence means that the norm tends to `atTop`.

For reading response spectra, this says that within the finite, single-mode model, when k is not an eigenvalue of A, a divergence at k is an orbital resonance and not a coupled-cluster excitation energy.

```lean
/-- If `K g = k g` and `A - k` is invertible, the relaxed response diverges at `k` exactly when the
pole strength is nonzero. -/
theorem diverges_iff_poleStrength_ne_zero {K : Matrix m m ℂ} {A : Matrix n n ℂ}
    (C : Matrix n m ℂ) {g : m → ℂ} (ξ η : n → ℂ) {k : ℂ} (hg : K *ᵥ g = k • g)
    (hk : IsUnit (A - k • (1 : Matrix n n ℂ)).det) :
    Tendsto (fun w => ‖η ⬝ᵥ relaxedAmplitudes K A C g ξ w‖) (𝓝[≠] k) atTop
      ↔ poleStrength A C g η k ≠ 0 := by
  constructor
  · intro h h0
    exact not_tendsto_nhds_of_tendsto_atTop h _
      (finite_limit_of_poleStrength_zero C ξ η hg hk h0).norm
  · intro h0
    have hres := (spurious_pole_residue C ξ η hg hk).norm
    have hpos : 0 < ‖-poleStrength A C g η k‖ := norm_pos_iff.mpr (neg_ne_zero.mpr h0)
    have hcont : Continuous fun w : ℂ => ‖k - w‖ := (continuous_const.sub continuous_id).norm
    have hzero : Tendsto (fun w : ℂ => ‖k - w‖) (𝓝[≠] k) (𝓝[>] 0) := by
      refine tendsto_nhdsWithin_iff.mpr ⟨?_, ?_⟩
      · have h := (hcont.tendsto k).mono_left (nhdsWithin_le_nhds (s := {k}ᶜ))
        simpa only [sub_self, norm_zero] using h
      · filter_upwards [self_mem_nhdsWithin] with w hwk
        exact norm_pos_iff.mpr (sub_ne_zero.mpr (Ne.symm hwk))
    -- a nonzero limit times a diverging factor diverges
    refine (Tendsto.pos_mul_atTop hpos hres (tendsto_inv_nhdsGT_zero.comp hzero)).congr' ?_
    filter_upwards [self_mem_nhdsWithin] with w hwk
    have hn : ‖k - w‖ ≠ 0 := norm_ne_zero_iff.mpr (sub_ne_zero.mpr (Ne.symm hwk))
    rw [Function.comp_apply, norm_mul, mul_comm ‖k - w‖, mul_assoc, mul_inv_cancel₀ hn, mul_one]
```

## Two rotations and two amplitudes

The following numbers illustrate the algebra only. They are not computed from a molecule, and this K is not of the form S⁻¹E with a symmetric E and the TDHF metric S = diag(1, −1). Take k = 1 and, with matrix rows separated by semicolons,

K = [0, 1; 1, 0], g = (1, 1),
A = [3, 1; 0, 2], C = [1, 0; 0, 2], η = (0, 1).

Then K g = g. The Jacobian has eigenvalues 3 and 2, so A − 1 is invertible, with

(A − 1)⁻¹ = [1/2, −1/2; 0, 1].

Since C g = (1, 2),

(A − 1)⁻¹ C g = (−1/2, 2), and R = 2.

The Lean proof verifies the inverse by multiplication and evaluates the same products.

```lean
/-- A model with two orbital rotations and two amplitudes meets the hypotheses at `k = 1` and has
pole strength `2`. -/
theorem spurious_pole_witness :
    (!![0, 1; 1, 0] : Matrix (Fin 2) (Fin 2) ℂ) *ᵥ ![1, 1] = (1 : ℂ) • ![1, 1] ∧
    IsUnit ((!![3, 1; 0, 2] : Matrix (Fin 2) (Fin 2) ℂ) - (1 : ℂ) • 1).det ∧
    poleStrength (!![3, 1; 0, 2] : Matrix (Fin 2) (Fin 2) ℂ)
      (!![1, 0; 0, 2] : Matrix (Fin 2) (Fin 2) ℂ) ![1, 1] ![0, 1] 1 = 2 := by
  have hs : (!![3, 1; 0, 2] : Matrix (Fin 2) (Fin 2) ℂ) - (1 : ℂ) • 1 = !![2, 1; 0, 1] := by
    ext i j
    fin_cases i <;> fin_cases j <;> norm_num
  have hi : (!![2, 1; 0, 1] : Matrix (Fin 2) (Fin 2) ℂ)⁻¹ = !![1 / 2, -1 / 2; 0, 1] := by
    apply Matrix.inv_eq_right_inv
    ext i j
    fin_cases i <;> fin_cases j <;> norm_num [Matrix.mul_apply, Fin.sum_univ_succ]
  refine ⟨?_, ?_, ?_⟩
  · ext i
    fin_cases i <;> simp [Matrix.mulVec, dotProduct, Fin.sum_univ_succ]
  · rw [hs, Matrix.det_fin_two, isUnit_iff_ne_zero]
    norm_num
  · rw [poleStrength, propagator, hs, hi]
    norm_num [Matrix.mulVec, dotProduct, Fin.sum_univ_succ]

end

end RelaxedCoupledClusterResponse
```

With ξ = 0 the whole frequency dependence is short enough to write down:

η·t(w) = −2 / ((1 − w)(2 − w)) = −2/(1 − w) + 2/(2 − w).

At w = 0.9 this is −20 + 1.82 ≈ −18.2. The pole at 2 belongs to the Jacobian; the pole at 1 comes from the orbitals.

Changing only η to (4, 1) gives R = 4·(−1/2) + 2 = 0. The response becomes

η·t(w) = −6 / ((3 − w)(2 − w)),

which tends to −3 at w = 1. The orbital pole has cancelled, and the poles at 2 and 3 both belong to the Jacobian.

```lean
#print axioms RelaxedCoupledClusterResponse.diverges_iff_poleStrength_ne_zero
```

```
'RelaxedCoupledClusterResponse.diverges_iff_poleStrength_ne_zero' depends on axioms: [propext, Classical.choice, Quot.sound]
```
